# Fourth-order energy error of the Rayleigh quotient of an energy-linearised state

Q: Which space, which operator, which conventions?

A: \(V\) is a complex inner-product space, with \(\langle x,y\rangle\) antilinear in \(x\) as in Dirac notation; neither finite dimension nor completeness is assumed. \(W\) is a real normed space, used for the Taylor estimate.

```lean
import Mathlib

open scoped InnerProductSpace

namespace EnergyLinearisation

noncomputable section

variable {V : Type*} [NormedAddCommGroup V] [InnerProductSpace ℂ V]
variable {W : Type*} [NormedAddCommGroup W] [NormedSpace ℝ W]
```

The Hamiltonian \(H\) has type `V →L[ℂ] V`, a bounded linear map. The Rayleigh quotient of an unnormalised \(\varphi\) is
\[ R(\varphi)=\frac{\operatorname{Re}\langle\varphi,H\varphi\rangle}{\|\varphi\|^2}. \]

```lean
/-- Rayleigh quotient `Re ⟨φ, H φ⟩ / ‖φ‖²`. -/
def rayleigh (H : V →L[ℂ] V) (φ : V) : ℝ := (⟪φ, H φ⟫_ℂ).re / ‖φ‖ ^ 2
```

For a real energy \(E\), `shift H E` is \(H-E\), and \(\|H-E\|\) is its operator norm.

```lean
/-- The shifted Hamiltonian `H - E`. -/
def shift (H : V →L[ℂ] V) (E : ℝ) : V →L[ℂ] V := H - (E : ℂ) • ContinuousLinearMap.id ℂ V
```

Let \(u(t)\) be a vector depending on a real energy \(t\), and \(\dot u(t)\), written `u'`, its energy derivative. Linearising about the energy \(\nu\) gives \(u(\nu)+(E-\nu)\dot u(\nu)\).

```lean
/-- Linearisation `u(ν) + (E - ν) u'(ν)` of an energy-dependent function about the energy `ν`. -/
def linearised (u u' : ℝ → W) (ν E : ℝ) : W := u ν + (E - ν) • u' ν
```

For a vector \(\chi\), `proj χ` is \(|\chi\rangle\langle\chi|\), a projector when \(\|\chi\|=1\).

```lean
/-- The rank-one operator `|χ⟩⟨χ|`. -/
def proj (χ : V) : V →L[ℂ] V := (innerSL ℂ χ).smulRight χ
```

Q: A wave-function error of second order is said to cost only fourth order in the energy. Where do the terms linear in the error go?

A: Let \(H\psi=E\psi\), \(\varphi=\psi+d\), and let \(H\) be symmetric, \(\langle Hx,y\rangle=\langle x,Hy\rangle\) for all \(x,y\); this hypothesis `hH` is how self-adjointness of a bounded operator enters. Since \((H-E)\psi=0\),
\[ \langle\varphi,(H-E)\varphi\rangle=\langle\psi,(H-E)d\rangle+\langle d,(H-E)d\rangle . \]
Symmetry and real \(E\) give \(\langle\psi,Hd\rangle=\langle H\psi,d\rangle=E\langle\psi,d\rangle\), so the first term vanishes. The real part of the left side is \(\operatorname{Re}\langle\varphi,H\varphi\rangle-E\|\varphi\|^2\), and Cauchy–Schwarz with the operator norm gives
\[ \bigl|\operatorname{Re}\langle\varphi,H\varphi\rangle-E\|\varphi\|^2\bigr|\le\|d\|\,\|(H-E)d\|\le\|H-E\|\,\|d\|^2 . \]
In `numerator_bound`, `h0` and `h1` are the two vanishing statements, `h2` combines them, `h3` identifies the real part, and the `calc` is the chain of inequalities. No normalisation of \(\psi\) is needed yet.

```lean
/-- For symmetric `H` with `H ψ = E ψ` and `φ = ψ + d`, the quantity
`Re ⟨φ, H φ⟩ - E ‖φ‖²` is bounded by `‖H - E‖ ‖d‖²`. -/
theorem numerator_bound (H : V →L[ℂ] V) (hH : ∀ x y, ⟪H x, y⟫_ℂ = ⟪x, H y⟫_ℂ) (E : ℝ)
    (ψ d : V) (hψ : H ψ = (E : ℂ) • ψ) :
    |(⟪ψ + d, H (ψ + d)⟫_ℂ).re - E * ‖ψ + d‖ ^ 2| ≤ ‖shift H E‖ * ‖d‖ ^ 2 := by
  have hA : ∀ x, shift H E x = H x - (E : ℂ) • x := fun x => by simp [shift]
  have h0 : shift H E ψ = 0 := by rw [hA, hψ, sub_self]
  -- symmetry removes the remaining term linear in `d`
  have h1 : ⟪ψ, shift H E d⟫_ℂ = 0 := by
    rw [hA, inner_sub_right, ← hH, hψ, inner_smul_left, inner_smul_right, Complex.conj_ofReal,
      sub_self]
  have h2 : ⟪ψ + d, shift H E (ψ + d)⟫_ℂ = ⟪d, shift H E d⟫_ℂ := by
    rw [map_add, h0, zero_add, inner_add_left, h1, zero_add]
  have hn : (⟪ψ + d, ψ + d⟫_ℂ).re = ‖ψ + d‖ ^ 2 := inner_self_eq_norm_sq (𝕜 := ℂ) (ψ + d)
  have h3 : (⟪ψ + d, shift H E (ψ + d)⟫_ℂ).re
      = (⟪ψ + d, H (ψ + d)⟫_ℂ).re - E * ‖ψ + d‖ ^ 2 := by
    rw [hA, inner_sub_right, inner_smul_right, Complex.sub_re, Complex.re_ofReal_mul, hn]
  rw [← h3, h2]
  calc |(⟪d, shift H E d⟫_ℂ).re| ≤ ‖⟪d, shift H E d⟫_ℂ‖ := Complex.abs_re_le_norm _
    _ ≤ ‖d‖ * ‖shift H E d‖ := norm_inner_le_norm _ _
    _ ≤ ‖d‖ * (‖shift H E‖ * ‖d‖) :=
        mul_le_mul_of_nonneg_left ((shift H E).le_opNorm d) (norm_nonneg d)
    _ = ‖shift H E‖ * ‖d‖ ^ 2 := by ring
```

Q: That is the numerator. The denominator could be small.

A: Take \(\|\psi\|=1\) and \(\|d\|\le\delta<1\). From \(\psi=\varphi-d\), the triangle inequality gives \(1\le\|\varphi\|+\delta\), so \(\|\varphi\|\ge1-\delta>0\); this is `hlow`. Then \(R(\varphi)-E\) is the quantity just bounded divided by \(\|\varphi\|^2\), which is `hR`, and
\[ |R(\varphi)-E|\le\frac{\|H-E\|\,\delta^2}{(1-\delta)^2}. \]
`div_le_div₀` enlarges the numerator and shrinks the denominator in one step.

```lean
/-- For symmetric `H` with `H ψ = E ψ` and `‖ψ‖ = 1`, if `ψ` is perturbed by `d` with `‖d‖ ≤ δ < 1`, the Rayleigh quotient
differs from `E` by at most `‖H - E‖ δ² / (1 - δ)²`. -/
theorem rayleigh_error_of_norm_le (H : V →L[ℂ] V) (hH : ∀ x y, ⟪H x, y⟫_ℂ = ⟪x, H y⟫_ℂ)
    (E δ : ℝ) (ψ d : V) (hψ : H ψ = (E : ℂ) • ψ) (hn : ‖ψ‖ = 1) (hd : ‖d‖ ≤ δ) (hδ : δ < 1) :
    |rayleigh H (ψ + d) - E| ≤ ‖shift H E‖ * δ ^ 2 / (1 - δ) ^ 2 := by
  -- the perturbed vector stays away from zero
  have hlow : 1 - δ ≤ ‖ψ + d‖ := by
    have h := norm_sub_le (ψ + d) d
    rw [add_sub_cancel_right, hn] at h
    linarith
  have hδ' : 0 < 1 - δ := by linarith
  have hpos : 0 < ‖ψ + d‖ ^ 2 := pow_pos (lt_of_lt_of_le hδ' hlow) 2
  have hR : rayleigh H (ψ + d) - E
      = ((⟪ψ + d, H (ψ + d)⟫_ℂ).re - E * ‖ψ + d‖ ^ 2) / ‖ψ + d‖ ^ 2 := by
    rw [rayleigh, sub_div, mul_div_assoc, div_self hpos.ne', mul_one]
  rw [hR, abs_div, abs_of_pos hpos]
  refine div_le_div₀ (by positivity) ?_ (pow_pos hδ' 2) (pow_le_pow_left₀ hδ'.le hlow 2)
  exact (numerator_bound H hH E ψ d hψ).trans
    (mul_le_mul_of_nonneg_left (pow_le_pow_left₀ (norm_nonneg d) hd 2) (norm_nonneg _))
```

Now put \(\delta=Ce^2\le\tfrac12\) with real numbers \(C\) and \(e\). Then \((1-\delta)^2\ge\tfrac14\), which is `h4`, and
\[ |R(\psi+d)-E|\le4\,\|H-E\|\,C^2e^4 . \]
In words: for bounded symmetric \(H\) with unit eigenvector \(\psi\) of energy \(E\), every perturbation with \(\|d\|\le Ce^2\le\tfrac12\) moves the Rayleigh quotient by at most that amount. The vector \(d\) need not be orthogonal to \(\psi\), and \(E\) may be any eigenvalue, degenerate or not.

```lean
/-- For symmetric `H`, a wave-function error `‖d‖ ≤ C e² ≤ 1/2` of a unit eigenvector of
eigenvalue `E` gives an energy error of the
Rayleigh quotient of at most `4 ‖H - E‖ C² e⁴`. -/
theorem rayleigh_error_fourth_order (H : V →L[ℂ] V) (hH : ∀ x y, ⟪H x, y⟫_ℂ = ⟪x, H y⟫_ℂ)
    (E C e : ℝ) (ψ d : V) (hψ : H ψ = (E : ℂ) • ψ) (hn : ‖ψ‖ = 1)
    (hd : ‖d‖ ≤ C * e ^ 2) (hsmall : C * e ^ 2 ≤ 1 / 2) :
    |rayleigh H (ψ + d) - E| ≤ 4 * ‖shift H E‖ * C ^ 2 * e ^ 4 := by
  refine (rayleigh_error_of_norm_le H hH E _ ψ d hψ hn hd (by linarith)).trans ?_
  have h4 : 1 / 4 ≤ (1 - C * e ^ 2) ^ 2 := by nlinarith
  calc ‖shift H E‖ * (C * e ^ 2) ^ 2 / (1 - C * e ^ 2) ^ 2
      ≤ ‖shift H E‖ * (C * e ^ 2) ^ 2 / (1 / 4) :=
        div_le_div₀ (by positivity) le_rfl (by norm_num) h4
    _ = 4 * ‖shift H E‖ * C ^ 2 * e ^ 4 := by ring
```

Q: There \(e\) is a bare number and \(\|d\|\le Ce^2\) is simply assumed. Nothing has been linearised.

A: The next theorem derives that bound with \(e=E-\nu\). Suppose \(u\) has derivative \(\dot u\) on the closed interval between \(\nu\) and \(E\), which is `Set.uIcc ν E` and allows either order, and that there \(\|\dot u(t)-\dot u(\nu)\|\le L|t-\nu|\) for a constant \(L\). For \(0\le s\le1\) define the remainder
\[ r(s)=u(\nu+se)-u(\nu)-se\,\dot u(\nu). \]
Then \(r(0)=0\), \(r'(s)=e\,[\dot u(\nu+se)-\dot u(\nu)]\), and \(\|r'(s)\|\le|e|\cdot Ls|e|=Le^2s\). The right side is the derivative of \(B(s)=\tfrac L2e^2s^2\), and integrating gives \(\|r(1)\|\le B(1)\). Since \(r(1)\) is \(u(E)\) minus the linearised function,
\[ \|u(\nu)+(E-\nu)\dot u(\nu)-u(E)\|\le\tfrac L2(E-\nu)^2 . \]
In Lean, `hm` keeps the segment in the interval, `hf` is the chain rule for \(r'\), `hB` differentiates \(B\), and `hb` bounds \(\|r'\|\). In place of an integral, `key` uses a comparison lemma: a function that starts below \(B\) in norm, with derivative bounded in norm by \(B'\), stays below \(B\).

```lean
/-- If the energy derivative obeys `‖u'(t) - u'(ν)‖ ≤ L |t - ν|` between `ν` and `E`, the
linearised function differs from `u(E)` by at most `(L/2) (E - ν)²`. -/
theorem linearised_error (u u' : ℝ → W) (ν E L : ℝ)
    (hu : ∀ t ∈ Set.uIcc ν E, HasDerivAt u (u' t) t)
    (hL : ∀ t ∈ Set.uIcc ν E, ‖u' t - u' ν‖ ≤ L * |t - ν|) :
    ‖linearised u u' ν E - u E‖ ≤ L / 2 * (E - ν) ^ 2 := by
  obtain ⟨e, rfl⟩ : ∃ e, E = ν + e := ⟨E - ν, by ring⟩
  have hm : ∀ s ∈ Set.Icc (0 : ℝ) 1, ν + s * e ∈ Set.uIcc ν (ν + e) := by
    intro s hs
    rw [Set.mem_uIcc]
    rcases le_total 0 e with h | h
    · left; constructor <;> nlinarith [hs.1, hs.2]
    · right; constructor <;> nlinarith [hs.1, hs.2]
  -- derivative of the remainder along the segment
  have hf : ∀ s ∈ Set.Icc (0 : ℝ) 1,
      HasDerivAt (fun s : ℝ => u (ν + s * e) - u ν - (s * e) • u' ν)
        (e • (u' (ν + s * e) - u' ν)) s := by
    intro s hs
    have h1 : HasDerivAt (fun s : ℝ => ν + s * e) e s := (hasDerivAt_mul_const e).const_add ν
    have h2 : HasDerivAt (fun s : ℝ => u (ν + s * e)) (e • u' (ν + s * e)) s :=
      HasDerivAt.scomp (h := fun s : ℝ => ν + s * e) s (hu _ (hm s hs)) h1
    have h3 : HasDerivAt (fun s : ℝ => (s * e) • u' ν) (e • u' ν) s :=
      (hasDerivAt_mul_const e).smul_const (u' ν)
    exact ((h2.sub_const (u ν)).fun_sub h3).congr_deriv (smul_sub _ _ _).symm
  have hc : ContinuousOn (fun s : ℝ => u (ν + s * e) - u ν - (s * e) • u' ν) (Set.Icc 0 1) :=
    fun s hs => (hf s hs).continuousAt.continuousWithinAt
  have hf' : ∀ s ∈ Set.Ico (0 : ℝ) 1,
      HasDerivWithinAt (fun s : ℝ => u (ν + s * e) - u ν - (s * e) • u' ν)
        (e • (u' (ν + s * e) - u' ν)) (Set.Ici s) s :=
    fun s hs => (hf s (Set.Ico_subset_Icc_self hs)).hasDerivWithinAt
  have hB : ∀ x : ℝ, HasDerivAt (fun s : ℝ => L / 2 * e ^ 2 * s ^ 2)
      (L / 2 * e ^ 2 * (2 * x)) x :=
    fun x => ((hasDerivAt_pow 2 x).const_mul (L / 2 * e ^ 2)).congr_deriv (by norm_num)
  have hb : ∀ s ∈ Set.Ico (0 : ℝ) 1,
      ‖e • (u' (ν + s * e) - u' ν)‖ ≤ L / 2 * e ^ 2 * (2 * s) := by
    intro s hs
    have h := hL _ (hm s (Set.Ico_subset_Icc_self hs))
    have hs' : ν + s * e - ν = s * e := by ring
    rw [hs', abs_mul, abs_of_nonneg hs.1] at h
    rw [norm_smul, Real.norm_eq_abs, ← sq_abs e]
    calc |e| * ‖u' (ν + s * e) - u' ν‖ ≤ |e| * (L * (s * |e|)) :=
          mul_le_mul_of_nonneg_left h (abs_nonneg e)
      _ = L / 2 * |e| ^ 2 * (2 * s) := by ring
  -- compare with the quadratic `(L/2) e² s²` at `s = 1`
  have key := image_norm_le_of_norm_deriv_right_le_deriv_boundary hc hf' (by simp) hB hb
    (Set.right_mem_Icc.mpr zero_le_one)
  simp only [one_mul, one_pow, mul_one] at key
  have he : ν + e - ν = e := by ring
  rw [linearised, he, norm_sub_rev, sub_add_eq_sub_sub]
  exact key
```

If \(u(E)\) is a unit eigenvector of energy \(E\) and \(\tfrac L2(E-\nu)^2\le\tfrac12\), take \(\psi=u(E)\), \(C=L/2\), and \(d\) the difference just bounded. Then \(4C^2=L^2\), and the linearised function \(\varphi_{\rm lin}\) obeys
\[ |R(\varphi_{\rm lin})-E|\le\|H-E\|\,L^2(E-\nu)^4 . \]
The step `hs` rewrites \(\psi+d\) as \(\varphi_{\rm lin}\).

```lean
/-- Let `H` be symmetric, and let `u` have derivative `u'` with `‖u'(t) - u'(ν)‖ ≤ L |t - ν|`
between `ν` and `E`. If `u(E)` is a unit eigenvector of energy `E` and
`(L/2)(E - ν)² ≤ 1/2`, the Rayleigh
quotient of the linearised function differs from `E` by at most `‖H - E‖ L² (E - ν)⁴`. -/
theorem linearisation_energy_error (H : V →L[ℂ] V) (hH : ∀ x y, ⟪H x, y⟫_ℂ = ⟪x, H y⟫_ℂ)
    (u u' : ℝ → V) (ν E L : ℝ) (hu : ∀ t ∈ Set.uIcc ν E, HasDerivAt u (u' t) t)
    (hL : ∀ t ∈ Set.uIcc ν E, ‖u' t - u' ν‖ ≤ L * |t - ν|)
    (hψ : H (u E) = (E : ℂ) • u E) (hn : ‖u E‖ = 1) (hsmall : L / 2 * (E - ν) ^ 2 ≤ 1 / 2) :
    |rayleigh H (linearised u u' ν E) - E| ≤ ‖shift H E‖ * L ^ 2 * (E - ν) ^ 4 := by
  have h := rayleigh_error_fourth_order H hH E (L / 2) (E - ν) (u E) _ hψ hn
    (linearised_error u u' ν E L hu hL) hsmall
  have hs : u E + (linearised u u' ν E - u E) = linearised u u' ν E := by abel
  rw [hs] at h
  exact h.trans (le_of_eq (by ring))
```

Q: A linearised augmented-wave calculation doesn't know \(E\), so it never forms \(\varphi_{\rm lin}\). It diagonalises in a basis built from \(u(\nu)\) and \(\dot u(\nu)\).

A: Let \(S\) be a complex subspace containing both vectors, and \(\varepsilon\) any number with \(\varepsilon\le R(\varphi)\) for all nonzero \(\varphi\in S\); the lowest secular eigenvalue in a finite basis is such a number. The zero vector is excluded because Lean's quotient returns \(0\) there. Now \(\varphi_{\rm lin}\in S\), which is `hmem`. It is nonzero, for otherwise its distance from \(u(E)\) would be \(1\), above the bound \(\tfrac12\); this is `hne`. Hence
\[ \varepsilon\le R(\varphi_{\rm lin})\le E+\|H-E\|\,L^2(E-\nu)^4 . \]
The estimate is one-sided and concerns the bottom of \(R\) on \(S\). It gives no lower bound on \(\varepsilon\) and doesn't treat the higher secular eigenvalues.

```lean
/-- Under the conditions of `linearisation_energy_error`, a lower bound `ε` of the Rayleigh quotient on the nonzero vectors
of a subspace containing `u(ν)` and `u'(ν)` is at most `E + ‖H - E‖ L² (E - ν)⁴`. -/
theorem variational_upper_bound (H : V →L[ℂ] V) (hH : ∀ x y, ⟪H x, y⟫_ℂ = ⟪x, H y⟫_ℂ)
    (u u' : ℝ → V) (ν E L : ℝ) (hu : ∀ t ∈ Set.uIcc ν E, HasDerivAt u (u' t) t)
    (hL : ∀ t ∈ Set.uIcc ν E, ‖u' t - u' ν‖ ≤ L * |t - ν|)
    (hψ : H (u E) = (E : ℂ) • u E) (hn : ‖u E‖ = 1) (hsmall : L / 2 * (E - ν) ^ 2 ≤ 1 / 2)
    (S : Submodule ℂ V) (h0 : u ν ∈ S) (h1 : u' ν ∈ S) (ε : ℝ)
    (hε : ∀ φ ∈ S, φ ≠ 0 → ε ≤ rayleigh H φ) :
    ε ≤ E + ‖shift H E‖ * L ^ 2 * (E - ν) ^ 4 := by
  have hmem : linearised u u' ν E ∈ S := by
    refine S.add_mem h0 ?_
    exact S.smul_of_tower_mem _ h1
  have hne : linearised u u' ν E ≠ 0 := by
    intro h
    have h2 := linearised_error u u' ν E L hu hL
    rw [h, zero_sub, norm_neg, hn] at h2
    linarith
  have h2 := (abs_le.mp (linearisation_energy_error H hH u u' ν E L hu hL hψ hn hsmall)).2
  linarith [hε _ hmem hne]
```

Q: The Kohn–Sham Hamiltonian is unbounded, and a radial solution in one sphere is not an eigenstate of the crystal.

A: Both are real restrictions. With \(\|H-E\|\) as prefactor, the theorems apply to bounded \(H\), such as a finite Hermitian matrix in an orthonormal basis. The family \(u\) lives in the whole space \(V\); that \(u(E)\) is a normalised eigenvector and that \(L\) exists are assumed, not derived from a radial equation, and sphere matching and several angular-momentum channels with separate \(\nu\) are absent. The bearing on linearised augmented-wave methods is the passage from a second-order wave-function error to a fourth-order energy error in \(E-\nu\), for a bounded Hamiltonian and a single one-parameter family.

Q: An upper bound might be far too weak. Does the fourth power really occur?

A: Take orthonormal \(\psi,\chi\), \(H=|\chi\rangle\langle\chi|\) and \(\varphi=\psi+c\chi\) with real \(c\). Then \(\langle\chi,\varphi\rangle=\langle\varphi,\chi\rangle=c\), so \(\langle\varphi,H\varphi\rangle=c^2\), while \(\|\varphi\|^2=\langle\varphi,\psi\rangle+c\langle\varphi,\chi\rangle=1+c^2\). Thus \(R(\varphi)=c^2/(1+c^2)\). The overlaps are `a1`, `a2` and `a3`.

```lean
/-- For orthonormal `ψ`, `χ` and `H = |χ⟩⟨χ|`, the Rayleigh quotient of `ψ + c χ` is
`c² / (1 + c²)`. -/
theorem rayleigh_proj (ψ χ : V) (hψ : ‖ψ‖ = 1) (hχ : ‖χ‖ = 1) (h : ⟪χ, ψ⟫_ℂ = 0) (c : ℝ) :
    rayleigh (proj χ) (ψ + (c : ℂ) • χ) = c ^ 2 / (1 + c ^ 2) := by
  have hp : ∀ x, proj χ x = ⟪χ, x⟫_ℂ • χ := fun x => by simp [proj]
  have h' : ⟪ψ, χ⟫_ℂ = 0 := inner_eq_zero_symm.mp h
  have e1 : ⟪χ, χ⟫_ℂ = 1 := by rw [inner_self_eq_norm_sq_to_K, hχ]; simp
  have e0 : ⟪ψ, ψ⟫_ℂ = 1 := by rw [inner_self_eq_norm_sq_to_K, hψ]; simp
  have a1 : ⟪χ, ψ + (c : ℂ) • χ⟫_ℂ = c := by
    rw [inner_add_right, inner_smul_right, h, e1, zero_add, mul_one]
  have a2 : ⟪ψ + (c : ℂ) • χ, χ⟫_ℂ = c := by
    rw [inner_add_left, inner_smul_left, h', e1, Complex.conj_ofReal, zero_add, mul_one]
  have a3 : ⟪ψ + (c : ℂ) • χ, ψ⟫_ℂ = 1 := by
    rw [inner_add_left, inner_smul_left, h, e0, mul_zero, add_zero]
  have hn : (⟪ψ + (c : ℂ) • χ, ψ + (c : ℂ) • χ⟫_ℂ).re = ‖ψ + (c : ℂ) • χ‖ ^ 2 :=
    inner_self_eq_norm_sq (𝕜 := ℂ) _
  rw [inner_add_right, inner_smul_right, a3, a2] at hn
  rw [rayleigh, ← hn, hp, inner_smul_right, a1, a2]
  simp [sq]
```

In \(\mathbb C^2\), let \(e_0,e_1\) be the standard basis, `ket 0` and `ket 1`.

```lean
/-- The standard orthonormal basis of a two-level system. -/
def ket (i : Fin 2) : EuclideanSpace ℂ (Fin 2) := EuclideanSpace.basisFun (Fin 2) ℂ i
```

The model family is \(u(t)=e_0+t^2e_1\), normalised only at \(t=0\).

```lean
/-- Model energy-dependent function `u(t) = e₀ + t² e₁`. -/
def modelU (t : ℝ) : EuclideanSpace ℂ (Fin 2) := ket 0 + t ^ 2 • ket 1
```

Its derivative is \(\dot u(t)=2t\,e_1\).

```lean
/-- The function `2 t e₁`. -/
def modelU' (t : ℝ) : EuclideanSpace ℂ (Fin 2) := (2 * t) • ket 1
```

With \(H=|e_1\rangle\langle e_1|\), \(E=0\) and \(L=2\), `linearisation_witness` lists, for \(\nu^2\le\tfrac12\), each condition of `linearisation_energy_error`: symmetry, the derivative, \(\|\dot u(t)-\dot u(\nu)\|\le2|t-\nu|\) (proved as an equality through `le_of_eq`), \(Hu(0)=0\cdot u(0)\), \(\|u(0)\|=1\), and smallness. The linearised function is
\[ e_0+\nu^2e_1-\nu\cdot2\nu\,e_1=e_0-\nu^2e_1, \]
which is `hl`, and \(c=-\nu^2\) gives \(R=\nu^4/(1+\nu^4)\) exactly, an error of fourth order in \(E-\nu=-\nu\).

```lean
/-- The two-level model `H = |e₁⟩⟨e₁|`, `u(t) = e₀ + t² e₁`, `E = 0`, `L = 2` meets all
conditions of `linearisation_energy_error` for `ν² ≤ 1/2`, and its linearised Rayleigh quotient is exactly `ν⁴ / (1 + ν⁴)`. -/
theorem linearisation_witness (ν : ℝ) (hν : ν ^ 2 ≤ 1 / 2) :
    (∀ x y, ⟪proj (ket 1) x, y⟫_ℂ = ⟪x, proj (ket 1) y⟫_ℂ) ∧
    (∀ t, HasDerivAt modelU (modelU' t) t) ∧
    (∀ t, ‖modelU' t - modelU' ν‖ ≤ 2 * |t - ν|) ∧
    proj (ket 1) (modelU 0) = ((0 : ℝ) : ℂ) • modelU 0 ∧ ‖modelU 0‖ = 1 ∧
    2 / 2 * (0 - ν) ^ 2 ≤ 1 / 2 ∧
    rayleigh (proj (ket 1)) (linearised modelU modelU' ν 0) = ν ^ 4 / (1 + ν ^ 4) := by
  have hp : ∀ x, proj (ket 1) x = ⟪ket 1, x⟫_ℂ • ket 1 := fun x => by simp [proj]
  have hn : ∀ i, ‖ket i‖ = 1 := (EuclideanSpace.basisFun (Fin 2) ℂ).orthonormal.1
  have ho : ⟪ket 1, ket 0⟫_ℂ = 0 :=
    (EuclideanSpace.basisFun (Fin 2) ℂ).orthonormal.2 (by decide : (1 : Fin 2) ≠ 0)
  have h0 : modelU 0 = ket 0 := by simp [modelU]
  refine ⟨fun x y => ?_, fun t => ?_, fun t => le_of_eq ?_, ?_, ?_, by nlinarith, ?_⟩
  · rw [hp x, hp y, inner_smul_left, inner_smul_right, inner_conj_symm, mul_comm]
  · show HasDerivAt (fun t : ℝ => ket 0 + t ^ 2 • ket 1) ((2 * t) • ket 1) t
    exact (((hasDerivAt_pow 2 t).smul_const (ket 1)).const_add (ket 0)).congr_deriv (by simp)
  · unfold modelU'
    rw [← sub_smul, norm_smul, hn, mul_one, Real.norm_eq_abs, ← mul_sub, abs_mul, abs_two]
  · rw [h0, hp, ho]; simp
  · rw [h0, hn]
  · have hl : linearised modelU modelU' ν 0 = ket 0 + ((-ν ^ 2 : ℝ) : ℂ) • ket 1 := by
      ext i
      simp only [linearised, modelU, modelU', PiLp.add_apply, PiLp.smul_apply,
        Complex.real_smul, smul_eq_mul]
      push_cast
      ring
    rw [hl, rayleigh_proj _ _ (hn 0) (hn 1) ho]
    ring

end

end EnergyLinearisation
```

```lean
#print axioms EnergyLinearisation.rayleigh_error_fourth_order
#print axioms EnergyLinearisation.variational_upper_bound
```

```
'EnergyLinearisation.rayleigh_error_fourth_order' depends on axioms: [propext, Classical.choice, Quot.sound]
'EnergyLinearisation.variational_upper_bound' depends on axioms: [propext, Classical.choice, Quot.sound]
```

Q: And in numbers?

A: The following values are worked by hand from these formulas, with \(\|H-E\|=1\) for the projector, and Lean has not checked them. For \(\nu=\tfrac12\), \(\varphi_{\rm lin}=e_0-\tfrac14e_1\), so \(\|d\|=\tfrac14=\tfrac L2\nu^2\) and the Taylor bound is met with equality. The squared norm is \(\tfrac{17}{16}\), the normalised state is \((4e_0-e_1)/\sqrt{17}\), and \(R=\tfrac1{17}\approx0.059\). The bound with \(\delta=\tfrac14\) is \(\tfrac{1/16}{9/16}=\tfrac19\), and the fourth-order bound is \(L^2\nu^4=\tfrac14\). For \(\nu=\tfrac14\), \(R=\tfrac1{257}\), smaller by the factor \(257/17\approx15.1\), close to \(2^4\). For \(\nu\ne0\) the vectors \(u(\nu)\) and \(\dot u(\nu)\) span \(\mathbb C^2\), so the minimum of \(R\) on their span is \(E=0\) itself: the model shows fourth order for \(R(\varphi_{\rm lin})\), not for the variational minimum.
